# The averaged two-point kernel erf(wr)/r is indefinite when one of its two local range parameters is small enough

Suppose a program has tabulated a long-range electron interaction as a matrix $K$ over grid points and is about to factorise it as $K = LL^{\mathsf T}$ by Cholesky decomposition. The step needs $K$ to be positive: every pivot is the square of a diagonal entry of $L$. If the range-separation parameter varies from point to point, as in a locally range-separated hybrid functional, and the matrix is symmetrised by averaging, a pivot can be negative.

Two points suffice to show it. Take distance $d = 1$ and range parameters $w_1 = 0.1$, $w_2 = 1$, in atomic units. The diagonal entries are about $0.113$ and $1.128$, and the off-diagonal entry is about $0.478$. Eliminating the second point first leaves the pivot $0.113 - 0.478^2/1.128 \approx -0.09$. A library routine such as `numpy.linalg.cholesky` stops with an error on this matrix. A symmetric eigendecomposition still works, provided that the code keeps the sign of each eigenvalue.

The development below derives a condition on $w_1$, $w_2$ and $d$ under which this happens, and checks each step in Lean with Mathlib.

```lean
import Mathlib

open Matrix Filter Topology
open scoped Real

namespace LocalRangeSeparation

noncomputable section
```

## The attenuated interaction and its average

The error function is the normalised Gaussian integral
$$\operatorname{erf}(x) = \frac{2}{\sqrt\pi}\int_0^x e^{-t^2}\,dt .$$

```lean
/-- The error function, as a normalised Gaussian integral. -/
def erf (x : ℝ) : ℝ := 2 / √π * ∫ t in (0 : ℝ)..x, Real.exp (-t ^ 2)
```

The long-range part of the Coulomb repulsion at separation $r$ is $\operatorname{erf}(wr)/r$. The range parameter $w$ is an inverse length: beyond a distance of order $1/w$ the interaction is essentially $1/r$, while at short distance it stays finite. At $r = 0$ the definition sets the value $2w/\sqrt\pi$, which is shown below to be the limit.

```lean
/-- The long-range interaction `erf (w r) / r` with range parameter `w`, with the value
`2 w / √π` at coalescence. -/
def attenuated (w r : ℝ) : ℝ := if r = 0 then 2 * w / √π else erf (w * r) / r
```

Now let each point $r_i$ carry its own parameter $w_i$. The interaction between $r_i$ and $r_j$ could use either parameter, and the model takes the arithmetic mean of the two results:
$$K_{ij} = \frac12\left[\frac{\operatorname{erf}(w_i r_{ij})}{r_{ij}} + \frac{\operatorname{erf}(w_j r_{ij})}{r_{ij}}\right], \qquad r_{ij} = |r_i - r_j| .$$
This is the symmetric part of the kernel that uses the parameter of the first point only, so it is what survives in any energy whose other factor is symmetric in the two points. In Lean the points lie in an arbitrary metric space `X`, with ordinary three-dimensional space as the physical case, and `dist` supplies $r_{ij}$.

```lean
/-- The symmetrised locally range-separated kernel on a set of points `r i`, each carrying its
own range parameter `w i`. -/
def kernel {ι X : Type*} [MetricSpace X] (w : ι → ℝ) (r : ι → X) : Matrix ι ι ℝ :=
  fun i j => (attenuated (w i) (dist (r i) (r j)) + attenuated (w j) (dist (r i) (r j))) / 2
```

For two points at distance $d$, write
$$a = \frac{2w_1}{\sqrt\pi},\qquad c = \frac{2w_2}{\sqrt\pi},\qquad k = \frac{\operatorname{erf}(w_1d)+\operatorname{erf}(w_2d)}{2d},$$
so that the matrix has diagonal $a, c$ and off-diagonal entry $k$.

```lean
/-- The symmetrised kernel for two points at positive distance `d` with range parameters `w1`, `w2`.
-/
def twoPoint (w1 w2 d : ℝ) : Matrix (Fin 2) (Fin 2) ℝ :=
  !![2 * w1 / √π, (erf (w1 * d) + erf (w2 * d)) / (2 * d);
     (erf (w1 * d) + erf (w2 * d)) / (2 * d), 2 * w2 / √π]
```

For a vector of point charges $x$, the number $x^{\mathsf T}Kx$ is twice their interaction energy, self-terms included. A matrix is called indefinite when this number is negative for some charges and positive for others.

```lean
/-- A matrix is indefinite if its quadratic form takes both negative and positive values. -/
def Indefinite {ι : Type*} [Fintype ι] (M : Matrix ι ι ℝ) : Prop :=
  (∃ x : ι → ℝ, x ⬝ᵥ M *ᵥ x < 0) ∧ ∃ y : ι → ℝ, 0 < y ⬝ᵥ M *ᵥ y
```

## The error function lies between zero and its tangent

By the fundamental theorem of calculus,
$$\operatorname{erf}'(x) = \frac{2}{\sqrt\pi}e^{-x^2}.$$

```lean
/-- The derivative of the error function is the normalised Gaussian. -/
theorem hasDerivAt_erf (x : ℝ) : HasDerivAt erf (2 / √π * Real.exp (-x ^ 2)) x := by
  have hc : Continuous fun t : ℝ => Real.exp (-t ^ 2) := by fun_prop
  exact (hc.integral_hasStrictDerivAt 0 x).hasDerivAt.const_mul (2 / √π)
```

The integral from $0$ to $0$ vanishes, so $\operatorname{erf}(0)=0$.

```lean
/-- The error function vanishes at the origin. -/
theorem erf_zero : erf 0 = 0 := by simp [erf]
```

Two bounds follow for $x>0$. The derivative is positive everywhere, so erf is strictly increasing and $\operatorname{erf}(x) > \operatorname{erf}(0) = 0$. For the upper bound, consider the gap $g(x) = 2x/\sqrt\pi - \operatorname{erf}(x)$. It has $g(0)=0$ and
$$g'(x) = \frac{2}{\sqrt\pi}\left(1 - e^{-x^2}\right) > 0 \quad\text{for } x>0,$$
so $g(x)>0$. Together,
$$0 < \operatorname{erf}(x) < \frac{2x}{\sqrt\pi}\qquad (x>0).$$
The two halves of the proof are these two monotonicity arguments. The second works on the half-line `Set.Ici 0`, because $g'$ vanishes at the origin and only the interior is required to have positive slope.

```lean
/-- For positive argument the error function is positive and lies strictly below its tangent
at the origin. -/
theorem erf_bounds {x : ℝ} (hx : 0 < x) : 0 < erf x ∧ erf x < 2 / √π * x := by
  constructor
  · have hm : StrictMono erf := strictMono_of_deriv_pos fun y => by
      rw [(hasDerivAt_erf y).deriv]; positivity
    have h := hm hx
    rwa [erf_zero] at h
  · -- the gap between tangent and function grows, since the Gaussian is below one
    have hg : ∀ y : ℝ, HasDerivAt (fun z => 2 / √π * z - erf z)
        (2 / √π * 1 - 2 / √π * Real.exp (-y ^ 2)) y := fun y =>
      ((hasDerivAt_id' y).const_mul (2 / √π)).fun_sub (hasDerivAt_erf y)
    have hm : StrictMonoOn (fun z => 2 / √π * z - erf z) (Set.Ici 0) := by
      apply strictMonoOn_of_deriv_pos (convex_Ici 0)
      · exact fun y _ => (hg y).continuousAt.continuousWithinAt
      · intro y hy
        rw [interior_Ici] at hy
        have hy' : 0 < y := hy
        rw [(hg y).deriv, ← mul_sub]
        have he : Real.exp (-y ^ 2) < 1 :=
          Real.exp_lt_one_iff.2 (by linarith [pow_pos hy' 2])
        exact mul_pos (by positivity) (by linarith)
    have h := hm (Set.mem_Ici.2 le_rfl) (Set.mem_Ici.2 hx.le) hx
    simp only [mul_zero, erf_zero, sub_zero] at h
    linarith
```

The same derivative justifies the diagonal of the matrix. The function $r \mapsto \operatorname{erf}(wr)$ vanishes at $r=0$ and has derivative $2w/\sqrt\pi$ there by the chain rule. Its difference quotient at the origin is $\operatorname{erf}(wr)/r$, hence
$$\lim_{r\to0}\frac{\operatorname{erf}(wr)}{r} = \frac{2w}{\sqrt\pi}.$$
In the statement, `𝓝[≠] 0` says that $r$ approaches zero without being equal to it.

```lean
/-- The diagonal value `2 w / √π` is the limit of `erf (w r) / r` as the two points merge. -/
theorem coalescence_limit (w : ℝ) :
    Tendsto (fun r => erf (w * r) / r) (𝓝[≠] 0) (𝓝 (2 * w / √π)) := by
  have h1 : HasDerivAt (fun r : ℝ => w * r) w 0 := by
    simpa using (hasDerivAt_id' (0 : ℝ)).const_mul w
  have h2 : HasDerivAt (fun r : ℝ => erf (w * r)) (2 / √π * Real.exp (-(w * 0) ^ 2) * w) 0 :=
    HasDerivAt.comp (h := fun r : ℝ => w * r) (0 : ℝ) (hasDerivAt_erf (w * 0)) h1
  have e : 2 / √π * Real.exp (-(w * 0) ^ 2) * w = 2 * w / √π := by
    have : Real.exp (-(w * 0) ^ 2) = 1 := by simp
    rw [this]; ring
  rw [e, hasDerivAt_iff_tendsto_slope_zero] at h2
  refine h2.congr fun t => ?_
  simp only [zero_add, mul_zero, erf_zero, sub_zero, smul_eq_mul, div_eq_inv_mul]
```

## A negative determinant from one small parameter

Let $x_0$ be the charge at the point with parameter $w_1$, and $x_1$ the charge at the point with parameter $w_2$; the charges are counted from zero, as in `Fin 2`. Multiplying out gives
$$x^{\mathsf T}Kx = a\,x_0^2 + 2k\,x_0x_1 + c\,x_1^2 .$$

```lean
/-- The quadratic form of the two-point kernel, written out for charges `x 0` and `x 1`. -/
theorem twoPoint_form (w1 w2 d : ℝ) (x : Fin 2 → ℝ) :
    x ⬝ᵥ twoPoint w1 w2 d *ᵥ x = 2 * w1 / √π * x 0 ^ 2
      + 2 * ((erf (w1 * d) + erf (w2 * d)) / (2 * d)) * (x 0 * x 1)
      + 2 * w2 / √π * x 1 ^ 2 := by
  simp only [twoPoint, Matrix.mulVec, dotProduct, Fin.sum_univ_two, Matrix.of_apply,
    Matrix.cons_val_zero, Matrix.cons_val_one, Matrix.cons_val', Matrix.cons_val_fin_one]
  ring
```

Assume that $w_1, w_2, d > 0$ and
$$16\,d^2w_1w_2 < \pi\operatorname{erf}(w_2d)^2 .$$
Dividing by $4\pi d^2$ turns this into the middle inequality of the chain
$$ac = \frac{4w_1w_2}{\pi} < \frac{\operatorname{erf}(w_2d)^2}{4d^2} \le k^2 .$$
The last inequality holds because $\operatorname{erf}(w_1d)$ is positive and adding it only enlarges $k$. The determinant $ac-k^2$ is therefore negative. The charges $x_0 = c$, $x_1 = -k$ make this visible:
$$a c^2 - 2k^2c + ck^2 = c\,(ac-k^2) < 0 .$$
A unit charge on the second point alone gives $c>0$. Both signs occur, so the matrix is indefinite.

In physical terms, the first point has almost no self-repulsion when $w_1$ is small, yet it still interacts with the second point through half of the interaction belonging to $w_2$. Two charges of opposite sign and suitable unequal sizes, the larger one on the first point, can then gain more by attraction than they pay in self-repulsion.

The `calc` block in the proof is the chain above, line by line, and the two vectors are supplied explicitly. The condition is sufficient but not necessary, since the chain discards $\operatorname{erf}(w_1d)$; in return, $w_1$ appears only linearly.

```lean
/-- For positive `w1`, `w2` and `d`, the two-point kernel is indefinite as soon as `16 d² w1 w2 < π
erf(w2 d)²`. -/
theorem twoPoint_indefinite {w1 w2 d : ℝ} (h1 : 0 < w1) (h2 : 0 < w2) (hd : 0 < d)
    (h : 16 * d ^ 2 * w1 * w2 < π * erf (w2 * d) ^ 2) : Indefinite (twoPoint w1 w2 d) := by
  have e1 := (erf_bounds (mul_pos h1 hd)).1
  have e2 := (erf_bounds (mul_pos h2 hd)).1
  have hc : 0 < 2 * w2 / √π := by positivity
  -- the determinant is negative
  have hdet : 2 * w1 / √π * (2 * w2 / √π) < ((erf (w1 * d) + erf (w2 * d)) / (2 * d)) ^ 2 := by
    calc 2 * w1 / √π * (2 * w2 / √π) = 4 * w1 * w2 / π := by
          rw [div_mul_div_comm, Real.mul_self_sqrt Real.pi_pos.le]; ring
      _ < erf (w2 * d) ^ 2 / (4 * d ^ 2) := by
          rw [div_lt_div_iff₀ Real.pi_pos (by positivity)]; linarith
      _ = (erf (w2 * d) / (2 * d)) ^ 2 := by rw [div_pow]; ring
      _ ≤ ((erf (w1 * d) + erf (w2 * d)) / (2 * d)) ^ 2 := by
          gcongr; linarith
  refine ⟨⟨![2 * w2 / √π, -((erf (w1 * d) + erf (w2 * d)) / (2 * d))], ?_⟩, ![0, 1], ?_⟩
  · rw [twoPoint_form]
    simp only [Matrix.cons_val_zero, Matrix.cons_val_one]
    have := mul_pos hc (sub_pos.2 hdet)
    linarith
  · rw [twoPoint_form]
    simp only [Matrix.cons_val_zero, Matrix.cons_val_one]
    linarith
```

That linearity lets the condition be solved for $w_1$:
$$w_1 < \frac{\pi\operatorname{erf}(w_2d)^2}{16\,d^2w_2} .$$
The right-hand side is strictly positive and does not depend on $w_1$. For fixed $w_2$ and $d$, every positive $w_1$ below it gives an indefinite matrix. With $d = w_2 = 1$ the threshold is about $0.139$, which covers the opening example.

In Lean, `∀ᶠ w1 in 𝓝[>] (0 : ℝ)` means "for all $w_1$ in some interval $(0,\varepsilon)$", and the proof takes $\varepsilon$ to be this threshold.

```lean
/-- For fixed positive distance `d` and fixed positive `w2`, the two-point kernel is indefinite for
all sufficiently small positive `w1`. -/
theorem eventually_indefinite {w2 d : ℝ} (h2 : 0 < w2) (hd : 0 < d) :
    ∀ᶠ w1 in 𝓝[>] (0 : ℝ), Indefinite (twoPoint w1 w2 d) := by
  have e2 := (erf_bounds (mul_pos h2 hd)).1
  have hp : 0 < 16 * d ^ 2 * w2 := by positivity
  have ht : 0 < π * erf (w2 * d) ^ 2 / (16 * d ^ 2 * w2) := by positivity
  filter_upwards [Ioo_mem_nhdsGT ht] with w1 hw
  have := (lt_div_iff₀ hp).1 hw.2
  exact twoPoint_indefinite hw.1 h2 hd (by linarith)
```

## A common parameter keeps two points positive

If both points share one parameter $w>0$, then $a = c = 2w/\sqrt\pi$ and $k = \operatorname{erf}(wd)/d$. The tangent bound at $x = wd$ gives $0<k<a$, and the quadratic form splits as
$$a x_0^2 + 2k x_0x_1 + a x_1^2 = k\,(x_0+x_1)^2 + (a-k)(x_0^2+x_1^2).$$
The first term is never negative, and the second is positive unless both charges vanish. For two points, then, indefiniteness requires the parameters to differ.

The proof establishes `hk` ($0<k$) and `hka` ($k<a$), shows that a nonzero vector has $x_0^2+x_1^2>0$, and adds the two terms.

```lean
/-- With one common range parameter `w > 0` and distance `d > 0`, the quadratic form of the
two-point kernel is positive on every nonzero vector. -/
theorem uniform_posDef {w d : ℝ} (hw : 0 < w) (hd : 0 < d) {x : Fin 2 → ℝ} (hx : x ≠ 0) :
    0 < x ⬝ᵥ twoPoint w w d *ᵥ x := by
  obtain ⟨e1, e2⟩ := erf_bounds (mul_pos hw hd)
  rw [twoPoint_form]
  have hk : 0 < (erf (w * d) + erf (w * d)) / (2 * d) := by positivity
  have hka : (erf (w * d) + erf (w * d)) / (2 * d) < 2 * w / √π := by
    rw [div_lt_iff₀ (by positivity)]
    have : 2 * w / √π * (2 * d) = 2 * (2 / √π * (w * d)) := by ring
    linarith
  have hn : 0 < x 0 ^ 2 + x 1 ^ 2 := by
    by_contra hneg
    have hle := not_lt.1 hneg
    have z0 : x 0 = 0 := pow_eq_zero_iff two_ne_zero |>.1
      (le_antisymm (by linarith [sq_nonneg (x 1)]) (sq_nonneg _))
    have z1 : x 1 = 0 := pow_eq_zero_iff two_ne_zero |>.1
      (le_antisymm (by linarith [sq_nonneg (x 0)]) (sq_nonneg _))
    exact hx (funext (Fin.forall_fin_two.2 ⟨z0, z1⟩))
  -- split the form into k (x 0 + x 1)² and (a - k) ((x 0)² + (x 1)²)
  have p1 := mul_nonneg hk.le (sq_nonneg (x 0 + x 1))
  have p2 := mul_pos (sub_pos.2 hka) hn
  linarith
```

The tangent bound also settles a neighbouring case by hand. Suppose the off-diagonal entry is built from the geometric mean of the parameters, $k' = \operatorname{erf}(\sqrt{w_1w_2}\,d)/d$, instead of from the average of two interactions. Then $k' < 2\sqrt{w_1w_2}/\sqrt\pi$, so $k'^2 < ac$, and the two-point matrix is positive definite for all positive $w_1$, $w_2$ and $d$. This variant is not part of the Lean file, and the argument is restricted to two points. It does show that the sign depends on how the two local parameters are combined.

## One bad pair spoils a whole grid

A real grid has many points. Choose two of them, $i$ and $j$, at distinct positions, and put charge $x_0$ on $i$, charge $x_1$ on $j$ and none elsewhere. All other rows and columns drop out of the quadratic form, which becomes the two-point form with $w_1 = w_i$, $w_2 = w_j$ and $d = r_{ij}$. If this pair satisfies
$$16\,r_{ij}^2\,w_iw_j < \pi\operatorname{erf}(w_j r_{ij})^2,$$
the full matrix inherits both a negative and a positive value. Nothing is assumed about the remaining points or their parameters. Positive quadrature weights do not alter the conclusion either, since they only rescale the charges.

In the proof, `Pi.single i (x 0) + Pi.single j (x 1)` is the charge vector with two occupied sites. The facts `kd`, `kij` and `kji` identify the relevant entries of `kernel` with those of `twoPoint`, and `key` equates the two quadratic forms.

```lean
/-- On any finite set of points, the locally range-separated kernel is indefinite if one pair of
distinct points with positive range parameters satisfies the two-point condition. -/
theorem kernel_indefinite {ι X : Type*} [Fintype ι] [MetricSpace X] (w : ι → ℝ) (r : ι → X)
    {i j : ι} (hij : r i ≠ r j) (hi : 0 < w i) (hj : 0 < w j)
    (h : 16 * dist (r i) (r j) ^ 2 * w i * w j < π * erf (w j * dist (r i) (r j)) ^ 2) :
    Indefinite (kernel w r) := by
  classical
  have hd : 0 < dist (r i) (r j) := dist_pos.2 hij
  have kd : ∀ k, kernel w r k k = 2 * w k / √π := fun k => by
    unfold kernel
    rw [dist_self, attenuated, if_pos rfl]; ring
  have kij : kernel w r i j = (erf (w i * dist (r i) (r j)) + erf (w j * dist (r i) (r j)))
      / (2 * dist (r i) (r j)) := by
    unfold kernel attenuated
    rw [if_neg hd.ne', if_neg hd.ne']; ring
  have kji : kernel w r j i = kernel w r i j := by
    unfold kernel
    rw [dist_comm (r j) (r i), add_comm]
  have hs : ∀ k l b, (kernel w r *ᵥ Pi.single l b) k = kernel w r k l * b := fun k l b => by
    simp [Matrix.mulVec]
  -- charges on the two sites only see the two-point kernel
  have key : ∀ x : Fin 2 → ℝ,
      (Pi.single i (x 0) + Pi.single j (x 1)) ⬝ᵥ
        kernel w r *ᵥ (Pi.single i (x 0) + Pi.single j (x 1))
      = x ⬝ᵥ twoPoint (w i) (w j) (dist (r i) (r j)) *ᵥ x := fun x => by
    rw [twoPoint_form, add_dotProduct, single_dotProduct, single_dotProduct, Matrix.mulVec_add]
    simp only [Pi.add_apply, hs]
    rw [kji, kij, kd, kd]; ring
  obtain ⟨⟨x, hx⟩, y, hy⟩ := twoPoint_indefinite hi hj hd h
  exact ⟨⟨_, (key x).trans_lt hx⟩, _, hy.trans_eq (key y).symm⟩

end

end LocalRangeSeparation
```

```lean
#print axioms LocalRangeSeparation.coalescence_limit
-- 'LocalRangeSeparation.coalescence_limit' depends on axioms: [propext, Classical.choice, Quot.sound]
#print axioms LocalRangeSeparation.eventually_indefinite
-- 'LocalRangeSeparation.eventually_indefinite' depends on axioms: [propext, Classical.choice, Quot.sound]
#print axioms LocalRangeSeparation.uniform_posDef
-- 'LocalRangeSeparation.uniform_posDef' depends on axioms: [propext, Classical.choice, Quot.sound]
#print axioms LocalRangeSeparation.kernel_indefinite
-- 'LocalRangeSeparation.kernel_indefinite' depends on axioms: [propext, Classical.choice, Quot.sound]
```

For locally range-separated functionals, the consequence is that positivity of this arithmetically averaged kernel on a finite set of points cannot be taken for granted when a Cholesky step is planned. The pair condition is a cheap test for failure: one pair that meets it settles the matter, while a grid on which no pair meets it may still be indefinite. The theorems concern point charges only, and make no statement about matrix elements between smooth basis functions or about the energies that a particular functional produces.
